# With nonnegative site densities that sum to N, the lattice ground-state energy is monotone in the potential and changes by at most N times the largest potential difference

Take a lattice with finitely many sites i, a real on-site potential v_i and site occupation operators n_i. The Hamiltonian is

H(v) = T + Σ_i v_i n_i,

where T holds the hopping and the interactions, and E(v) is the ground-state energy of H(v). The n_i are positive semidefinite, and they add up to N times the identity because the particle number is fixed at N.

Physically I expect two things. Raising the potential anywhere cannot lower E(v). And if two potentials v and w differ by at most δ on every site, the energies should differ by at most Nδ, since there are only N particles to feel the change:

|E(v) − E(w)| ≤ N max_i |v_i − w_i|.

First-order perturbation theory suggests this, but I would like an argument that holds for potentials far apart and for degenerate ground states. Can it be made rigorous and checked by machine?

## States, densities and the energy as an infimum

Yes, and no perturbation theory is needed. A state is a unit vector ψ of a nonzero complex inner product space V, with the inner product ⟨·,·⟩ linear in its second argument. For a bounded operator A, write

⟨A⟩_ψ = Re ⟨ψ, Aψ⟩.

For a Hermitian A the real part changes nothing. The density of ψ at site i is ρ_i(ψ) = ⟨n_i⟩_ψ, and the ground-state energy is

E(v) = inf over all states ψ of ⟨H(v)⟩_ψ.

For a Hermitian H(v) on a finite-dimensional space this is the lowest eigenvalue. The order v ≤ w means v_i ≤ w_i on every site, and ‖v − w‖ denotes max_i |v_i − w_i|.

Two physical conditions enter. The first is ρ_i(ψ) ≥ 0 for every state: no site holds fewer than zero particles on average. The second is Σ_i n_i = N · 1: every particle sits on some site, and V describes exactly N of them.

## Comparing two potentials in the same state

By linearity, the energy expectation splits into an internal part and a density part:

⟨H(v)⟩_ψ = ⟨T⟩_ψ + Σ_i v_i ρ_i(ψ).

The sum rule and ⟨ψ,ψ⟩ = 1 give

Σ_i ρ_i(ψ) = N.

The infimum is finite, because the Cauchy–Schwarz inequality gives

|⟨A⟩_ψ| ≤ ‖ψ‖ ‖Aψ‖ ≤ ‖A‖.

Hence E(v) ≤ ⟨H(v)⟩_ψ for every state ψ, which is the variational principle.

**Monotonicity.** Let v ≤ w. Since the densities are nonnegative, Σ_i v_i ρ_i(ψ) ≤ Σ_i w_i ρ_i(ψ), so for every ψ

E(v) ≤ ⟨H(v)⟩_ψ ≤ ⟨H(w)⟩_ψ.

Taking the infimum over ψ on the right gives E(v) ≤ E(w).

**The bound.** Suppose w_i ≤ v_i + c on every site. Use any state ψ as a trial state for w:

E(w) ≤ ⟨T⟩_ψ + Σ_i w_i ρ_i(ψ)
≤ ⟨T⟩_ψ + Σ_i (v_i + c) ρ_i(ψ)
= ⟨H(v)⟩_ψ + N c.

The infimum over ψ gives E(w) ≤ E(v) + N c. With c = ‖v − w‖ the assumption holds as it stands and also with v and w exchanged. The two resulting inequalities together are

|E(v) − E(w)| ≤ N ‖v − w‖.

**A converse.** If E is monotone for every choice of T, the densities must be nonnegative. Set T = 0 and let e_i be the potential that is 1 on site i and 0 elsewhere. Then E(0) = 0, and for every ψ

0 = E(0) ≤ E(e_i) ≤ ρ_i(ψ).

## One site, and a negative occupation

On a single site the sum rule forces n_1 = N · 1, so E(v) = E(0) + N v_1. The bound is then an equality, and the constant N cannot be improved in general.

Now drop nonnegativity but keep the sum rule. Let V = ℂ, T = 0, N = 1, and take two sites with n_1 = 2 and n_2 = −1. Then E(v) = 2v_1 − v_2, which falls when v_2 rises. For v = (1, −1) and w = (0, 0) the energies differ by 3, while N ‖v − w‖ = 1. Both examples are arithmetic for the reader and are not part of the Lean file, which follows.

```lean
import Mathlib

open Finset

namespace LatticeDFT.EnergyLipschitz

noncomputable section

variable {V : Type*} [NormedAddCommGroup V] [InnerProductSpace ℂ V]
variable {ι : Type*} [Fintype ι]

/-- A pure state: a vector of norm one. -/
abbrev State (V : Type*) [NormedAddCommGroup V] := {ψ : V // ‖ψ‖ = 1}

/-- The real part of the expectation value of the operator `A` in the state `ψ`. -/
def mean (A : V →L[ℂ] V) (ψ : State V) : ℝ := (inner ℂ ψ.1 (A ψ.1)).re

/-- The lattice Hamiltonian `H(v) = T + ∑ i, v i n i`, where `T` collects the kinetic and
interaction terms and `n i` is the occupation of site `i`. -/
def hamiltonian (T : V →L[ℂ] V) (n : ι → V →L[ℂ] V) (v : ι → ℝ) : V →L[ℂ] V :=
  T + ∑ i, (v i : ℂ) • n i

/-- The ground-state energy `E(v)`: the infimum of the energy expectation over all states. -/
def energy (T : V →L[ℂ] V) (n : ι → V →L[ℂ] V) (v : ι → ℝ) : ℝ :=
  ⨅ ψ : State V, mean (hamiltonian T n v) ψ

/-- The energy expectation is the internal part plus the potential summed against the density. -/
theorem mean_hamiltonian (T : V →L[ℂ] V) (n : ι → V →L[ℂ] V) (v : ι → ℝ) (ψ : State V) :
    mean (hamiltonian T n v) ψ = mean T ψ + ∑ i, v i * mean (n i) ψ := by
  simp [mean, hamiltonian, _root_.sum_apply]

/-- If the occupations add up to `N` times the identity, the density of every state
sums to `N`. -/
theorem sum_density {n : ι → V →L[ℂ] V} {N : ℕ}
    (hN : ∑ i, n i = (N : ℂ) • ContinuousLinearMap.id ℂ V) (ψ : State V) :
    ∑ i, mean (n i) ψ = N := by
  calc ∑ i, mean (n i) ψ = mean (∑ i, n i) ψ := by
        simp [mean, _root_.sum_apply]
    _ = N := by
        rw [hN]
        simp [mean, inner_self_eq_norm_sq_to_K, ψ.2]

/-- The real parts of the expectation values of a bounded operator are bounded below. -/
theorem bddBelow_mean (A : V →L[ℂ] V) : BddBelow (Set.range fun ψ : State V => mean A ψ) := by
  refine ⟨-‖A‖, ?_⟩
  rintro _ ⟨ψ, rfl⟩
  have h1 := Complex.abs_re_le_norm (inner ℂ ψ.1 (A ψ.1))
  have h2 := norm_inner_le_norm (𝕜 := ℂ) ψ.1 (A ψ.1)
  have h3 := A.le_opNorm ψ.1
  have h4 := neg_abs_le (inner ℂ ψ.1 (A ψ.1)).re
  rw [ψ.2, one_mul] at h2
  rw [ψ.2, mul_one] at h3
  change -‖A‖ ≤ (inner ℂ ψ.1 (A ψ.1)).re
  linarith

/-- Variational principle: the energy expectation of any state is at least `E(v)`. -/
theorem energy_le_mean (T : V →L[ℂ] V) (n : ι → V →L[ℂ] V) (v : ι → ℝ) (ψ : State V) :
    energy T n v ≤ mean (hamiltonian T n v) ψ :=
  ciInf_le (bddBelow_mean _) ψ

/-- The ground-state energy is monotone in the potential for every bounded operator `T` exactly when
every site density is nonnegative in every state. -/
theorem monotone_energy_iff (n : ι → V →L[ℂ] V) :
    (∀ T : V →L[ℂ] V, Monotone (energy T n)) ↔ ∀ i (ψ : State V), 0 ≤ mean (n i) ψ := by
  classical
  constructor
  · intro h i ψ
    have : Nonempty (State V) := ⟨ψ⟩
    -- switch off `T` and compare zero potential with a unit potential on site `i`
    have h0 : 0 ≤ energy (0 : V →L[ℂ] V) n 0 := le_ciInf fun φ => by
      rw [mean_hamiltonian]
      simp [mean]
    have hle : (0 : ι → ℝ) ≤ Pi.single i 1 := by
      intro j
      by_cases hj : j = i <;> simp [hj]
    have h1 := energy_le_mean (0 : V →L[ℂ] V) n (Pi.single i 1) ψ
    have h2 : mean (hamiltonian (0 : V →L[ℂ] V) n (Pi.single i 1)) ψ = mean (n i) ψ := by
      rw [mean_hamiltonian]
      simp [mean, Pi.single_apply]
    have h3 := h 0 hle
    linarith
  · intro hn T v w hvw
    -- the inequality holds state by state, hence for the infima
    refine ciInf_mono (bddBelow_mean _) fun ψ => ?_
    rw [mean_hamiltonian, mean_hamiltonian]
    have h : ∑ i, v i * mean (n i) ψ ≤ ∑ i, w i * mean (n i) ψ :=
      Finset.sum_le_sum fun i _ => mul_le_mul_of_nonneg_right (hvw i) (hn i ψ)
    linarith

/-- Suppose the site densities are nonnegative in every state and the occupations add up to `N`
times the identity. If `w` exceeds `v` by at most `c` on every site, then `E(w)` exceeds `E(v)` by
at most `N c`. -/
theorem energy_le_add [Nontrivial V] (T : V →L[ℂ] V) {n : ι → V →L[ℂ] V} {N : ℕ}
    (hn : ∀ i (ψ : State V), 0 ≤ mean (n i) ψ)
    (hN : ∑ i, n i = (N : ℂ) • ContinuousLinearMap.id ℂ V)
    {v w : ι → ℝ} {c : ℝ} (h : ∀ i, w i ≤ v i + c) :
    energy T n w ≤ energy T n v + N * c := by
  obtain ⟨x, hx⟩ := exists_ne (0 : V)
  have : Nonempty (State V) := ⟨⟨((‖x‖ : ℝ) : ℂ)⁻¹ • x, by
    rw [norm_smul, norm_inv, Complex.norm_real, norm_norm,
      inv_mul_cancel₀ (norm_ne_zero_iff.mpr hx)]⟩⟩
  have key : energy T n w - N * c ≤ energy T n v := le_ciInf fun ψ => by
    -- use each state as a trial state for the potential `w`
    have h1 := energy_le_mean T n w ψ
    rw [mean_hamiltonian] at h1 ⊢
    have h2 : ∑ i, w i * mean (n i) ψ ≤ ∑ i, (v i + c) * mean (n i) ψ :=
      Finset.sum_le_sum fun i _ => mul_le_mul_of_nonneg_right (h i) (hn i ψ)
    have h3 : ∑ i, (v i + c) * mean (n i) ψ = ∑ i, v i * mean (n i) ψ + c * N := by
      rw [← sum_density hN ψ, Finset.mul_sum, ← Finset.sum_add_distrib]
      exact Finset.sum_congr rfl fun i _ => by ring
    linarith
  linarith

/-- If the site densities are nonnegative in every state and the occupations add up to `N` times the
identity, the ground-state energy is monotone in the potential, and two potentials give energies
that differ by at most `N` times the largest difference on a site (the norm of `ι → ℝ`). -/
theorem energy_monotone_and_lipschitz [Nontrivial V] (T : V →L[ℂ] V) {n : ι → V →L[ℂ] V}
    {N : ℕ} (hn : ∀ i (ψ : State V), 0 ≤ mean (n i) ψ)
    (hN : ∑ i, n i = (N : ℂ) • ContinuousLinearMap.id ℂ V) :
    Monotone (energy T n) ∧
      ∀ v w : ι → ℝ, |energy T n v - energy T n w| ≤ N * ‖v - w‖ := by
  refine ⟨(monotone_energy_iff n).mpr hn T, fun v w => ?_⟩
  have hb : ∀ i, -‖v - w‖ ≤ v i - w i ∧ v i - w i ≤ ‖v - w‖ := fun i => by
    have h := norm_le_pi_norm (v - w) i
    rw [Real.norm_eq_abs, Pi.sub_apply] at h
    exact abs_le.mp h
  -- apply the one-sided bound in both directions
  have h1 := energy_le_add T hn hN (v := w) (w := v) (c := ‖v - w‖)
    fun i => by linarith [(hb i).2]
  have h2 := energy_le_add T hn hN (v := v) (w := w) (c := ‖v - w‖)
    fun i => by linarith [(hb i).1]
  exact abs_le.mpr ⟨by linarith, by linarith⟩

/-- The configurations of `N` spinless fermions: sets of `N` occupied sites. -/
abbrev Config (ι : Type*) (N : ℕ) := {s : Finset ι // s.card = N}

/-- The occupation of site `i` for `N` spinless fermions: it keeps the amplitudes of the
configurations that contain `i` and removes the others. -/
def occupation [DecidableEq ι] (N : ℕ) (i : ι) :
    EuclideanSpace ℂ (Config ι N) →L[ℂ] EuclideanSpace ℂ (Config ι N) :=
  LinearMap.toContinuousLinearMap
    { toFun := fun x => WithLp.toLp 2 fun s => if i ∈ s.1 then x s else 0
      map_add' := fun x y => by
        ext s
        by_cases h : i ∈ s.1 <;> simp [h]
      map_smul' := fun a x => by
        ext s
        by_cases h : i ∈ s.1 <;> simp [h] }

/-- For `N` spinless fermions on a lattice with at least `N` sites, the state space is nontrivial,
the site densities are nonnegative and the occupations add up to `N` times the identity. -/
theorem occupation_witness [DecidableEq ι] (N : ℕ) (h : N ≤ Fintype.card ι) :
    Nontrivial (EuclideanSpace ℂ (Config ι N)) ∧
    (∀ i (ψ : State (EuclideanSpace ℂ (Config ι N))), 0 ≤ mean (occupation N i) ψ) ∧
    ∑ i : ι, occupation N i =
      (N : ℂ) • ContinuousLinearMap.id ℂ (EuclideanSpace ℂ (Config ι N)) := by
  have happ : ∀ (i : ι) (x : EuclideanSpace ℂ (Config ι N)) (s : Config ι N),
      occupation N i x s = if i ∈ s.1 then x s else 0 := fun _ _ _ => rfl
  refine ⟨?_, fun i ψ => ?_, ContinuousLinearMap.ext fun x => ?_⟩
  · obtain ⟨s, _, hs⟩ := Finset.exists_subset_card_eq (s := (Finset.univ : Finset ι)) h
    refine ⟨WithLp.toLp 2 (fun _ => (1 : ℂ)), 0, fun h0 => ?_⟩
    have h1 := congrArg (fun x : EuclideanSpace ℂ (Config ι N) => x ⟨s, hs⟩) h0
    simp at h1
  · simp only [mean, PiLp.inner_apply, happ, Complex.re_sum]
    refine Finset.sum_nonneg fun s _ => ?_
    split_ifs
    · exact inner_self_nonneg (𝕜 := ℂ) (x := ψ.1 s)
    · simp
  · -- each configuration is counted once for each of its `N` occupied sites
    ext s
    simp [_root_.sum_apply, happ, Finset.sum_ite_mem, s.2]

end

end LatticeDFT.EnergyLipschitz
```

```lean
#print axioms LatticeDFT.EnergyLipschitz.energy_monotone_and_lipschitz
```

```
'LatticeDFT.EnergyLipschitz.energy_monotone_and_lipschitz' depends on axioms: [propext, Classical.choice, Quot.sound]
```

## What the Lean theorems say

`State V` is the type of vectors of norm one, `mean A ψ` is ⟨A⟩_ψ, and `energy T n v` is E(v). A potential is a function `v : ι → ℝ` on the finite type `ι` of sites. Lean's order on such functions is the sitewise order, and its norm is the largest absolute value on a site, so `‖v - w‖` is the maximum in your inequality.

The main theorem is `energy_monotone_and_lipschitz`. It takes any bounded `T` on a nontrivial space, assumes the two conditions as `hn` and `hN`, and concludes that `energy T n` is monotone and satisfies the bound for all `v` and `w`. `Nontrivial V` guarantees that there is a state at all.

The condition `hn` asks only that the real parts of the expectation values of the `n i` be nonnegative. Positive semidefinite operators satisfy this, so your case is included. Neither `T` nor `n i` has to be Hermitian for the theorem, although `energy` is a ground-state energy in the usual sense only when the Hamiltonian is.

The theorem `monotone_energy_iff` is the equivalence between monotonicity for every `T` and nonnegative densities. The converse needs less than monotonicity for every `T`: its proof uses only T = 0. In fact any single bounded T would do, because monotonicity for that T gives E(0) ≤ E(t e_i) ≤ ⟨T⟩_ψ + t ρ_i(ψ) for all t ≥ 0, which is impossible if ρ_i(ψ) < 0. This stronger form is not part of the Lean file.

The conditions `hn` and `hN` are assumed in the main theorem and proved for one concrete model in `occupation_witness`: N spinless fermions on a lattice with at least N sites. A basis configuration is a set of N occupied sites, and `occupation N i` keeps the amplitudes of the configurations that contain i. These operators are diagonal, so fermionic signs do not enter them; such signs can appear in the hopping part of T, which remains arbitrary.

The space V may be infinite-dimensional, but the operators must be bounded and the sites finite in number. The continuum Hamiltonian with its unbounded kinetic energy is therefore not covered. Nor do the theorems say that a minimising state exists, that it is unique, or that E is differentiable.

For lattice density functional theory with fixed T and fixed N, the result means that an error of at most δ in the on-site potential shifts the exact ground-state energy of the model by at most Nδ.

## How the proof follows the derivation

`mean_hamiltonian` is the split into internal and density parts; `simp` obtains it by unfolding the definitions and using linearity. `sum_density` moves the sum inside the expectation value, replaces the summed occupations by N times the identity, and uses the norm of ψ.

`bddBelow_mean` proves the lower bound `-‖A‖` from the Cauchy–Schwarz inequality (`norm_inner_le_norm`) and the operator norm estimate (`A.le_opNorm`). With this bound, `ciInf_le` yields the variational principle `energy_le_mean`.

In `monotone_energy_iff`, the first direction is the argument with T = 0, where `Pi.single i 1` is the unit potential e_i. The code needs only 0 ≤ E(0), which it gets from `le_ciInf`, and `linarith` joins the chain of inequalities. The other direction compares the two potentials in each state: `mul_le_mul_of_nonneg_right` multiplies v_i ≤ w_i by the nonnegative density, `Finset.sum_le_sum` adds over the sites, and `ciInf_mono` passes to the infima.

`energy_le_add` is the one-sided estimate with the constant c. It first normalises a nonzero vector, x/‖x‖, to show that a state exists. The step `key` proves E(w) − N c ≤ E(v) by showing that the left side lies below ⟨H(v)⟩_ψ for every ψ. Inside it, `h1` is the trial-state inequality, `h2` replaces w_i by v_i + c, and `h3` uses the sum rule to turn the shift into c N.

The main theorem takes monotonicity from the equivalence. For the bound, `hb` states that each difference v_i − w_i lies between −‖v − w‖ and ‖v − w‖. The estimate is then applied twice: `h1` bounds E(v) by E(w) + N ‖v − w‖, and `h2` does the same with the potentials exchanged. `abs_le` combines them into the absolute value.

In `occupation_witness`, a configuration exists because there are at least N sites, and the vector with all amplitudes equal to 1 is therefore nonzero. The density at site i is a sum of squared moduli of amplitudes, hence nonnegative. For the sum rule, the amplitude of a configuration s is counted once for each site in s, which makes N times in all.
